# The −1/‖x‖ tail of the Slater potential for an exchange hole on finitely many points

The Slater potential at a position x is the Coulomb potential, felt at x, of the exchange hole that belongs to an electron at x. In general the hole changes as this reference electron moves, so the potential is not defined by one fixed charge distribution. The question is how it decays far from the system.

Units are atomic, with e² = 1. The position x is the r of most textbooks, and ‖x‖ is its distance from the origin.

```lean
import Mathlib

open Filter Topology Bornology

namespace SlaterPotentialAsymptotics

noncomputable section
```

Positions are vectors in three-dimensional Euclidean space.

```lean
/-- Three-dimensional Euclidean space. -/
abbrev Space := EuclideanSpace ℝ (Fin 3)
```

The hole sits on finitely many fixed points R_j, labelled by a finite index type `ι`. The number h(x,j) is the weight of the hole at R_j when the reference electron is at x: an integrated weight, where a textbook hole is a density. The potential is

v(x) = Σ_j h(x,j) / ‖x − R_j‖.

In Lean, v(x) is `slaterPotential R h x`. The weights count electrons: a negative weight stands for missing electrons, and v(x) is the potential energy of an electron at x. The definition accepts weights of any sign, which the code comments call charges.

```lean
variable {ι : Type*} [Fintype ι]

/-- The Coulomb potential at the reference point `x` of charges `h x j` sitting at the points
`R j`, for `x` different from every `R j`. The charges may depend on `x`. -/
def slaterPotential (R : ι → Space) (h : Space → ι → ℝ) (x : Space) : ℝ :=
  ∑ j, h x j / ‖x - R j‖
```

An exchange hole satisfies two conditions at every x:

h(x,j) ≤ 0 for all j, and Σ_j h(x,j) = −1.

For a Slater determinant whose orbitals each have a definite spin, let γ and ρ be the density matrix and the density of the electrons of one spin. The hole of an electron of that spin is −|γ(x,x′)|²/ρ(x) wherever ρ(x) > 0. It is never positive, and it integrates to −1 because γ is idempotent: the hole removes exactly one electron. Here both properties are assumed, not derived from orbitals.

```lean
/-- An exchange hole on finitely many points: for every reference point it is nowhere positive
and sums to minus one. -/
def IsExchangeHole (h : Space → ι → ℝ) : Prop :=
  (∀ x j, h x j ≤ 0) ∧ ∀ x, ∑ j, h x j = -1
```

Nothing requires h to be continuous in x or to settle down at large distance. For example, the weights −cos²‖x‖ and −sin²‖x‖ on two points swing back and forth forever. Both are non-positive, and they sum to −1 because cos² + sin² = 1.

```lean
/-- A hole that oscillates between two points as the reference point moves away
is an exchange hole. -/
theorem isExchangeHole_witness :
    IsExchangeHole (fun x : Space => ![-(Real.cos ‖x‖) ^ 2, -(Real.sin ‖x‖) ^ 2]) := by
  constructor
  · intro x j
    fin_cases j <;> simp [sq_nonneg]
  · intro x
    simp only [Fin.sum_univ_two, Matrix.cons_val_zero, Matrix.cons_val_one]
    linarith [Real.sin_sq_add_cos_sq ‖x‖]
```

## Distances seen from far away

Let ‖R‖ ≤ B < ‖x‖. The triangle inequality gives

|‖x‖ − ‖x − R‖| ≤ ‖R‖ ≤ B,

and therefore ‖x − R‖ ≥ ‖x‖ − B > 0. Dividing the first estimate by ‖x − R‖,

|‖x‖/‖x − R‖ − 1| = |‖x‖ − ‖x − R‖| / ‖x − R‖ ≤ B/(‖x‖ − B).

In the proof, `h1` and `h2` are the two estimates and `e` is the rewriting of the ratio. The last inequality is checked by cross-multiplication.

```lean
/-- Seen from `x` outside a ball of radius `B` about the origin, the distance to a point `R` of
the ball agrees with `‖x‖` up to a relative error controlled by `B / (‖x‖ - B)`. -/
theorem distance_ratio_bound {x R : Space} {B : ℝ} (hR : ‖R‖ ≤ B) (hx : B < ‖x‖) :
    |‖x‖ / ‖x - R‖ - 1| ≤ B / (‖x‖ - B) := by
  have h1 : |‖x‖ - ‖x - R‖| ≤ B := by
    have h := abs_norm_sub_norm_le x (x - R)
    rw [sub_sub_cancel] at h
    exact h.trans hR
  have h2 : ‖x‖ - B ≤ ‖x - R‖ := by linarith [(abs_le.mp h1).2]
  have hB : 0 < ‖x‖ - B := by linarith
  have hd : 0 < ‖x - R‖ := lt_of_lt_of_le hB h2
  have e : ‖x‖ / ‖x - R‖ - 1 = (‖x‖ - ‖x - R‖) / ‖x - R‖ := by
    rw [sub_div, div_self hd.ne']
  rw [e, abs_div, abs_of_pos hd, div_le_div_iff₀ hd hB]
  exact mul_le_mul h1 h2 hB.le ((norm_nonneg R).trans hR)
```

## From distances to the potential

Multiply v(x) by ‖x‖ and subtract the total charge:

‖x‖ v(x) − Σ_j h(x,j) = Σ_j h(x,j) (‖x‖/‖x − R_j‖ − 1).

If all points lie in the ball of radius B and x lies outside it, each bracket is at most B/(‖x‖ − B) in absolute value. Hence

|‖x‖ v(x) − Σ_j h(x,j)| ≤ (Σ_j |h(x,j)|) · B/(‖x‖ − B).

The identity is `key`; the rest is the triangle inequality for sums, followed by the distance estimate term by term.

```lean
/-- For charges of any sign inside a ball of radius `B` and `x` outside it, `‖x‖` times the
potential equals the total charge up to the total absolute charge times `B / (‖x‖ - B)`. -/
theorem total_charge_bound (R : ι → Space) (h : Space → ι → ℝ) {x : Space} {B : ℝ}
    (hR : ∀ j, ‖R j‖ ≤ B) (hx : B < ‖x‖) :
    |‖x‖ * slaterPotential R h x - ∑ j, h x j| ≤ (∑ j, |h x j|) * (B / (‖x‖ - B)) := by
  have key : ‖x‖ * slaterPotential R h x - ∑ j, h x j
      = ∑ j, h x j * (‖x‖ / ‖x - R j‖ - 1) := by
    rw [slaterPotential, Finset.mul_sum, ← Finset.sum_sub_distrib]
    exact Finset.sum_congr rfl fun j _ => by ring
  rw [key, Finset.sum_mul]
  refine (Finset.abs_sum_le_sum_abs _ _).trans (Finset.sum_le_sum fun j _ => ?_)
  rw [abs_mul]
  exact mul_le_mul_of_nonneg_left (distance_ratio_bound (hR j) hx) (abs_nonneg _)
```

For an exchange hole the sign condition fixes the total absolute charge:

Σ_j |h(x,j)| = −Σ_j h(x,j) = 1.

The estimate becomes

|‖x‖ v(x) + 1| ≤ B/(‖x‖ − B).

The right-hand side does not involve h, so the same bound holds for every exchange hole on points in the ball.

```lean
/-- For an exchange hole on points in a ball of radius `B` and `x` outside the ball, `‖x‖` times
the Slater potential differs from `-1` by at most `B / (‖x‖ - B)`. -/
theorem exchange_hole_bound (R : ι → Space) {h : Space → ι → ℝ} (hh : IsExchangeHole h)
    {x : Space} {B : ℝ} (hR : ∀ j, ‖R j‖ ≤ B) (hx : B < ‖x‖) :
    |‖x‖ * slaterPotential R h x + 1| ≤ B / (‖x‖ - B) := by
  -- the sign condition turns the sum rule into a bound on the absolute charge
  have habs : ∑ j, |h x j| = 1 := by
    have e : ∑ j, |h x j| = ∑ j, -h x j :=
      Finset.sum_congr rfl fun j _ => abs_of_nonpos (hh.1 x j)
    rw [e, Finset.sum_neg_distrib, hh.2 x, neg_neg]
  have hb := total_charge_bound R h hR hx
  rwa [habs, hh.2 x, one_mul, sub_neg_eq_add] at hb
```

## The limit

Take B = Σ_j ‖R_j‖, which is at least as large as each ‖R_j‖. As ‖x‖ → ∞, B/(‖x‖ − B) → 0, and so

‖x‖ v(x) → −1.

In Lean, the filter `cobounded Space` expresses that x leaves every bounded set, in any direction and along any path. The proof squeezes the error between zero and the bound, which applies once ‖x‖ > B.

In Kohn–Sham theory this tail distinguishes the Slater potential of a finite system from the local-density exchange potential, which dies off with the density; the theorem establishes it for a hole on finitely many fixed points. A molecular hole is a continuous density with tails reaching through all space, which the proof here does not cover: one would also have to estimate the contribution of the part of the hole outside a fixed ball, including the part near x.

```lean
/-- The Slater potential of an exchange hole on finitely many points decays as `-1/‖x‖`:
`‖x‖` times the potential tends to `-1` as `‖x‖` grows, however the hole depends on `x`. -/
theorem slaterPotential_asymptotics (R : ι → Space) {h : Space → ι → ℝ}
    (hh : IsExchangeHole h) :
    Tendsto (fun x => ‖x‖ * slaterPotential R h x) (cobounded Space) (𝓝 (-1)) := by
  -- a ball that contains all the points
  obtain ⟨B, hR⟩ : ∃ B : ℝ, ∀ j, ‖R j‖ ≤ B :=
    ⟨∑ j, ‖R j‖, fun j =>
      Finset.single_le_sum (f := fun j => ‖R j‖) (fun i _ => norm_nonneg (R i))
        (Finset.mem_univ j)⟩
  have hnorm : Tendsto (fun x : Space => ‖x‖) (cobounded Space) atTop :=
    tendsto_norm_cobounded_atTop
  have hlim : Tendsto (fun x : Space => B / (‖x‖ - B)) (cobounded Space) (𝓝 0) := by
    simp only [sub_eq_add_neg]
    exact Tendsto.div_atTop tendsto_const_nhds (tendsto_atTop_add_const_right _ (-B) hnorm)
  -- squeeze the error between zero and the uniform bound
  rw [tendsto_iff_norm_sub_tendsto_zero]
  refine squeeze_zero' (Eventually.of_forall fun _ => norm_nonneg _) ?_ hlim
  filter_upwards [hnorm.eventually_gt_atTop B] with x hx
  rw [Real.norm_eq_abs, sub_neg_eq_add]
  exact exchange_hole_bound R hh hR hx
```

Dividing the bound by ‖x‖ gives the error in the potential itself:

|v(x) + 1/‖x‖| ≤ B / (‖x‖(‖x‖ − B)).

For fixed B the correction is thus at most of order 1/‖x‖². The division needs ‖x‖ > 0. This follows from B ≥ 0, which holds because the sum rule forces at least one point to exist: an empty sum is 0, not −1.

The smallest case is a single point at the origin. Its weight must be −1, B = 0 is allowed, and the bound gives v(x) = −1/‖x‖ for every x ≠ 0, with no correction.

```lean
/-- For an exchange hole on points in a ball of radius `B` and `x` outside the ball, the Slater
potential differs from `-1/‖x‖` by at most `B / (‖x‖ (‖x‖ - B))`. -/
theorem slaterPotential_remainder (R : ι → Space) {h : Space → ι → ℝ} (hh : IsExchangeHole h)
    {x : Space} {B : ℝ} (hR : ∀ j, ‖R j‖ ≤ B) (hx : B < ‖x‖) :
    |slaterPotential R h x + 1 / ‖x‖| ≤ B / (‖x‖ * (‖x‖ - B)) := by
  -- the sum rule forces at least one point, so the radius is nonnegative
  have hB : 0 ≤ B := by
    rcases isEmpty_or_nonempty ι with hι | ⟨⟨j⟩⟩
    · have h0 := hh.2 x
      simp at h0
    · exact (norm_nonneg _).trans (hR j)
  have hpos : 0 < ‖x‖ := lt_of_le_of_lt hB hx
  have e : slaterPotential R h x + 1 / ‖x‖ = (‖x‖ * slaterPotential R h x + 1) / ‖x‖ := by
    rw [add_div, mul_div_cancel_left₀ _ hpos.ne']
  rw [e, abs_div, abs_of_pos hpos, mul_comm ‖x‖ (‖x‖ - B), ← div_div]
  exact div_le_div_of_nonneg_right (exchange_hole_bound R hh hR hx) hpos.le
```

## A hole that attains the bound

Put a unit hole on one point a ≠ 0 and look from x = t a with t > 1. Then ‖x‖ = t‖a‖, and the distance to the hole is

‖t a − a‖ = (t − 1)‖a‖.

```lean
/-- On the ray through `a`, beyond `a`, the distance to `a` is `(t - 1) ‖a‖`. -/
theorem norm_ray_sub (a : Space) {t : ℝ} (ht : 1 < t) : ‖t • a - a‖ = (t - 1) * ‖a‖ := by
  have e : t • a - a = (t - 1) • a := by module
  rw [e, norm_smul, Real.norm_eq_abs, abs_of_pos (by linarith)]
```

It follows that

‖x‖ v(x) + 1 = −t/(t − 1) + 1 = −1/(t − 1),

whose absolute value is ‖a‖/(‖x‖ − ‖a‖). This is the bound with B = ‖a‖, so the estimate for ‖x‖ v(x) cannot be improved uniformly over holes in the ball.

```lean
/-- The bound `B / (‖x‖ - B)` is attained with `B = ‖a‖`: by a unit hole on a single point `a ≠ 0`,
at every reference point `t a` with `t > 1`. -/
theorem exchange_hole_bound_attained {a : Space} (ha : a ≠ 0) {t : ℝ} (ht : 1 < t) :
    |‖t • a‖ * slaterPotential (fun _ : Fin 1 => a) (fun _ _ => -1) (t • a) + 1|
      = ‖a‖ / (‖t • a‖ - ‖a‖) := by
  have hn : 0 < ‖a‖ := norm_pos_iff.mpr ha
  have hd : 0 < (t - 1) * ‖a‖ := mul_pos (by linarith) hn
  have hta : ‖t • a‖ = t * ‖a‖ := by
    rw [norm_smul, Real.norm_eq_abs, abs_of_pos (by linarith)]
  simp only [slaterPotential, Finset.univ_unique, Finset.sum_singleton]
  rw [norm_ray_sub a ht, hta]
  have e : t * ‖a‖ * (-1 / ((t - 1) * ‖a‖)) + 1 = -(‖a‖ / ((t - 1) * ‖a‖)) := by
    linear_combination -(div_self hd.ne')
  rw [e, abs_neg, abs_of_pos (div_pos hn hd)]
  congr 1
  ring
```

## Why the sum rule alone is not enough

Place the charge −1 − ‖x − a‖ at the origin and ‖x − a‖ at a ≠ 0. They sum to −1 for every x, but away from the two points

‖x‖ v(x) = −1 − ‖x − a‖ + ‖x‖.

On the ray x = t a with t > 1 this equals −1 + ‖a‖, a constant different from −1. The proof composes the supposed limit with this ray and uses uniqueness of limits to reach ‖a‖ = 0, a contradiction.

The total absolute charge here grows linearly with ‖x‖. By the estimate for general charges, growth slower than linear would be enough for the limit −1, even with mixed signs, as long as the charges still sum to −1.

```lean
/-- The sign condition cannot be dropped: charges `-1 - ‖x - a‖` at the origin and `‖x - a‖` at
`a ≠ 0` sum to `-1` for every `x`, yet `‖x‖` times their potential does not tend to `-1`. -/
theorem sign_condition_needed {a : Space} (ha : a ≠ 0) :
    (∀ x : Space, ∑ j, (![-1 - ‖x - a‖, ‖x - a‖] : Fin 2 → ℝ) j = -1) ∧
    ¬ Tendsto (fun x => ‖x‖ * slaterPotential ![0, a]
        (fun x => ![-1 - ‖x - a‖, ‖x - a‖]) x) (cobounded Space) (𝓝 (-1)) := by
  have hn : 0 < ‖a‖ := norm_pos_iff.mpr ha
  refine ⟨fun x => by simp [Fin.sum_univ_two], fun H => ?_⟩
  -- go to infinity along the ray through `a`
  have ray : Tendsto (fun t : ℝ => t • a) atTop (cobounded Space) := by
    rw [← tendsto_norm_atTop_iff_cobounded]
    simp only [norm_smul, Real.norm_eq_abs]
    exact tendsto_abs_atTop_atTop.atTop_mul_const hn
  -- there the product is constant, with the wrong value
  have ev : (fun _ : ℝ => -1 + ‖a‖) =ᶠ[atTop] ((fun x => ‖x‖ * slaterPotential ![0, a]
      (fun x => ![-1 - ‖x - a‖, ‖x - a‖]) x) ∘ fun t : ℝ => t • a) := by
    filter_upwards [eventually_gt_atTop (1 : ℝ)] with t ht
    have hta : ‖t • a‖ = t * ‖a‖ := by
      rw [norm_smul, Real.norm_eq_abs, abs_of_pos (by linarith)]
    have h1 : (t - 1) * ‖a‖ ≠ 0 := (mul_pos (by linarith) hn).ne'
    have h2 : t * ‖a‖ ≠ 0 := (mul_pos (by linarith) hn).ne'
    simp only [Function.comp_apply, slaterPotential, Fin.sum_univ_two, Matrix.cons_val_zero,
      Matrix.cons_val_one, sub_zero]
    rw [norm_ray_sub a ht, hta, div_self h1, mul_add, ← mul_div_assoc,
      mul_div_cancel_left₀ _ h2]
    ring
  have heq := tendsto_nhds_unique ((H.comp ray).congr' ev.symm) tendsto_const_nhds
  linarith

end

end SlaterPotentialAsymptotics
```

```lean
#print axioms SlaterPotentialAsymptotics.slaterPotential_asymptotics
#print axioms SlaterPotentialAsymptotics.slaterPotential_remainder
#print axioms SlaterPotentialAsymptotics.exchange_hole_bound_attained
#print axioms SlaterPotentialAsymptotics.sign_condition_needed
```

```
'SlaterPotentialAsymptotics.slaterPotential_asymptotics' depends on axioms: [propext, Classical.choice, Quot.sound]
'SlaterPotentialAsymptotics.slaterPotential_remainder' depends on axioms: [propext, Classical.choice, Quot.sound]
'SlaterPotentialAsymptotics.exchange_hole_bound_attained' depends on axioms: [propext, Classical.choice, Quot.sound]
'SlaterPotentialAsymptotics.sign_condition_needed' depends on axioms: [propext, Classical.choice, Quot.sound]
```
